# The curvature factor and ±π/4 phase of an extremal orbit with quadratic phase

## One integral with phase k²

Take the oscillating function $e^{ik^2}$ on the real line. Near $k=0$ its phase hardly changes and the contributions add up; far out it turns ever faster and neighbouring contributions cancel. To sum it, insert a Gaussian damping with $\varepsilon>0$ and then remove it:

$$\int_{-\infty}^{\infty} e^{ik^2-\varepsilon k^2}\,dk=\sqrt{\frac{\pi}{\varepsilon-i}}\;\longrightarrow\;\sqrt{\pi i}=\sqrt{\pi}\,e^{i\pi/4}\qquad(\varepsilon\to0^+).$$

The phase at the stationary point is zero, yet the sum has phase $\pi/4$. It comes from the square root of $i$. With $e^{-ik^2}$ the root is that of $-i$, and the shift is $-\pi/4$.

## Slices of a Fermi surface

In a magnetic field $B$, semiclassical electrons at the Fermi energy follow orbits in reciprocal space, and the closed orbits bound cross-sections of the Fermi surface perpendicular to the field. Let $k$ be the wavenumber along the field and $A(k)$ the area of the cross-section. For carriers of charge magnitude $e$, the slice contributes an oscillation with phase $\hbar A(k)/(eB)$, up to a constant taken to be the same for every slice. With $k$ measured from an extremal cross-section, the area is $A(0)+A''(0)k^2/2$ to second order, so the phase is

$$\phi+\frac{c\,k^2}{2},\qquad c=\frac{\hbar A''(0)}{eB},$$

where $\phi$ is the phase of the extremal orbit. Summing over slices means integrating over $k$.

The result supplies the curvature factor and the phase shift of the Lifshitz–Kosevich description of quantum oscillations. Temperature, impurity scattering and spin splitting, which contribute further amplitude factors there, do not enter this integral. When oscillations are predicted from a computed band structure, these two ingredients convert the shape of the Fermi surface near an extremal orbit into an amplitude weight and a phase offset, in the model of a single isolated orbit with exactly quadratic phase.

## The limit, in symbols and in Lean

For real $\phi$ and real $c\neq0$,

$$\lim_{\varepsilon\to0^+}\int_{-\infty}^{\infty}e^{i(\phi+ck^2/2)-\varepsilon k^2}\,dk=\sqrt{\frac{2\pi}{|c|}}\;e^{i(\phi+s\pi/4)},\qquad s=\operatorname{sign}(c).$$

This is `stationary_phase`. The correspondence with the physics is as follows.

- `slicePhase φ c k` is the real phase $\phi+ck^2/2$. The parameters `φ` and `c` are arbitrary real numbers; their relation to area and field is the physical reading given above.
- `sliceIntegral φ c ε` is the complex integral over all real $k$, with measure $dk$ and no factor $1/(2\pi)$.
- `𝓝[>] 0` says that $\varepsilon$ approaches zero through positive values.
- `Real.sign c` is $s$, and the hypothesis `hc : c ≠ 0` says that the extremum is curved.

The damping $\varepsilon$ is a regulator that suppresses distant slices, and does not represent scattering. Lean assigns the value zero to the integral of a non-integrable function, so `slice_integrable` matters: it shows that for every $\varepsilon>0$ the integral is a genuine one.

The model has an infinite range of $k$ and no terms beyond the quadratic one. A real Fermi surface has a bounded range and higher-order terms in $A(k)$; the theorem gives no estimate of the corrections they cause.

## From a complex Gaussian to the phase shift

Collect the terms in $k^2$:

$$i\left(\phi+\frac{ck^2}{2}\right)-\varepsilon k^2=i\phi-bk^2,\qquad b=\varepsilon-\frac{ic}{2}.$$

Since $|e^{-bk^2}|=e^{-\varepsilon k^2}$, the integral converges absolutely for $\varepsilon>0$. For real positive $b$ the Gaussian integral is $\sqrt{\pi/b}$. Both sides of that formula are analytic for $\operatorname{Re}b>0$, where $\pi/b$ also has positive real part and stays away from the cut of the principal root. The formula therefore holds throughout that half-plane, and

$$\int_{-\infty}^{\infty}e^{i(\phi+ck^2/2)-\varepsilon k^2}\,dk=e^{i\phi}\sqrt{\frac{\pi}{\varepsilon-ic/2}}.$$

As $\varepsilon\to0^+$, the ratio under the root tends to

$$\frac{\pi}{-ic/2}=\frac{2\pi i}{c}.$$

This number is imaginary and nonzero. The principal root is discontinuous only on the negative real axis, so the limit may be taken inside it. In polar form,

$$\frac{2\pi i}{c}=\frac{2\pi}{|c|}\,e^{is\pi/2}.$$

The principal root takes the root of the modulus and halves the angle, which gives $\sqrt{2\pi/|c|}\,e^{is\pi/4}$. Multiplication by $e^{i\phi}$ yields the stated limit.

## Minimal and maximal orbits

Suppose the phase is smallest at the extremal orbit, so that $\phi\le\phi+ck^2/2$ for all $k$. At $k=1$ this gives $c\ge0$, and with $c\ne0$ it gives $c>0$. The shift is then $+\pi/4$. If the phase is largest there, the same argument gives $c<0$ and the shift $-\pi/4$.

The theorems `minimal_orbit` and `maximal_orbit` state the extremum as an inequality on the phase. With the phase $\hbar A/(eB)$, which grows with area, they describe orbits of minimal and maximal area respectively.

## Harmonics and the flat case

For a positive integer $p$, the $p$-th harmonic has phase $p(\phi+ck^2/2)$. This is the same problem with $\phi$ replaced by $p\phi$ and $c$ by $pc$, and the sign of the curvature is unchanged. Since $\varepsilon$ and $k$ are real, taking real parts gives

$$\int_{-\infty}^{\infty}e^{-\varepsilon k^2}\cos\!\left[p\left(\phi+\frac{ck^2}{2}\right)\right]dk\;\longrightarrow\;\sqrt{\frac{2\pi}{p|c|}}\,\cos\!\left(p\phi+s\frac{\pi}{4}\right).$$

The extremal phase is multiplied by $p$, but the shift is not. The curvature contributes a factor $p^{-1/2}$ to the amplitude. This is `harmonic_oscillation`.

If $c=0$, all slices are in phase. The damped integral is $e^{i\phi}\sqrt{\pi/\varepsilon}$, and its modulus $\sqrt{\pi/\varepsilon}$ grows without bound as $\varepsilon\to0^+$. This is `flat_diverges`, and it shows why `stationary_phase` needs a nonzero curvature. The divergence reflects the infinite range of $k$: a cylinder of finite length along the field has a finite sum.

## The complete Lean source

```lean
import Mathlib

open Filter Topology MeasureTheory
open scoped Real
open Complex (I)

namespace LifshitzKosevich

noncomputable section

/-- Phase of the orbit at wavenumber `k` along the field, where `k = 0` is the extremal orbit, with
extremal phase `φ` and curvature `c`. -/
def slicePhase (φ c k : ℝ) : ℝ := φ + c * k ^ 2 / 2

/-- Sum of the oscillating contributions of all slices, with Gaussian damping `ε`, as an integral
over `k`. -/
def sliceIntegral (φ c ε : ℝ) : ℂ :=
  ∫ k : ℝ, Complex.exp (I * (slicePhase φ c k : ℂ) - (ε : ℂ) * (k : ℂ) ^ 2)

/-- The contribution of one slice is the extremal phase factor times a complex Gaussian. -/
theorem slice_eq_gaussian (φ c ε k : ℝ) :
    Complex.exp (I * (slicePhase φ c k : ℂ) - (ε : ℂ) * (k : ℂ) ^ 2) =
      Complex.exp (I * φ) * Complex.exp (-((ε : ℂ) - I * c / 2) * (k : ℂ) ^ 2) := by
  rw [← Complex.exp_add]
  congr 1
  simp only [slicePhase]
  push_cast
  ring

/-- With positive damping the slice contributions are integrable. -/
theorem slice_integrable (φ c : ℝ) {ε : ℝ} (hε : 0 < ε) :
    Integrable (fun k : ℝ =>
      Complex.exp (I * (slicePhase φ c k : ℂ) - (ε : ℂ) * (k : ℂ) ^ 2)) := by
  have hb : 0 < ((ε : ℂ) - I * c / 2).re := by simpa using hε
  simp_rw [slice_eq_gaussian]
  exact (integrable_cexp_neg_mul_sq hb).const_mul _

/-- Exact value of the damped slice integral, with the principal square root. -/
theorem sliceIntegral_eq (φ c : ℝ) {ε : ℝ} (hε : 0 < ε) :
    sliceIntegral φ c ε =
      Complex.exp (I * φ) * ((π : ℂ) / ((ε : ℂ) - I * c / 2)) ^ (1 / 2 : ℂ) := by
  have hb : 0 < ((ε : ℂ) - I * c / 2).re := by simpa using hε
  unfold sliceIntegral
  simp_rw [slice_eq_gaussian]
  rw [integral_const_mul, integral_gaussian_complex hb]

/-- The principal square root takes the root of the modulus and halves the angle. -/
theorem sqrt_polar {r θ : ℝ} (hr : 0 < r) (h1 : -π < θ) (h2 : θ ≤ π) :
    ((r : ℂ) * Complex.exp (θ * I)) ^ (1 / 2 : ℂ) =
      ((√r : ℝ) : ℂ) * Complex.exp ((θ : ℂ) / 2 * I) := by
  have hne : (r : ℂ) * Complex.exp (θ * I) ≠ 0 :=
    mul_ne_zero (Complex.ofReal_ne_zero.mpr hr.ne') (Complex.exp_ne_zero _)
  rw [Complex.cpow_def_of_ne_zero hne, Complex.log_ofReal_mul hr (Complex.exp_ne_zero _),
    Complex.log_exp (by simpa using h1) (by simpa using h2), Real.sqrt_eq_rpow,
    Real.rpow_def_of_pos hr, Complex.ofReal_exp, ← Complex.exp_add]
  congr 1
  push_cast
  ring

/-- **Stationary phase for an extremal orbit.** For `c ≠ 0`, as the damping is removed, the slice
integral tends to the curvature factor `√(2π/|c|)` times the extremal phase factor shifted by
`sign(c) π/4`. -/
theorem stationary_phase (φ : ℝ) {c : ℝ} (hc : c ≠ 0) :
    Tendsto (sliceIntegral φ c) (𝓝[>] 0)
      (𝓝 (((√(2 * π / |c|) : ℝ) : ℂ) *
        Complex.exp (I * ((φ + Real.sign c * (π / 4) : ℝ) : ℂ)))) := by
  have hc' : (c : ℂ) ≠ 0 := Complex.ofReal_ne_zero.mpr hc
  have hden : ((0 : ℝ) : ℂ) - I * c / 2 ≠ 0 := by
    rw [Complex.ofReal_zero, zero_sub]
    exact neg_ne_zero.mpr (div_ne_zero (mul_ne_zero Complex.I_ne_zero hc') two_ne_zero)
  -- the undamped ratio is purely imaginary
  have hratio : (π : ℂ) / (((0 : ℝ) : ℂ) - I * c / 2) = ((2 * π / c : ℝ) : ℂ) * I := by
    have hcc : (c : ℂ) * (c : ℂ)⁻¹ = 1 := mul_inv_cancel₀ hc'
    rw [div_eq_iff hden]
    push_cast
    linear_combination ((π : ℂ) * I ^ 2) * hcc + (π : ℂ) * Complex.I_sq
  have hcont : ContinuousAt
      (fun ε : ℝ => ((π : ℂ) / ((ε : ℂ) - I * c / 2)) ^ (1 / 2 : ℂ)) 0 := by
    refine ContinuousAt.cpow (ContinuousAt.div continuousAt_const (by fun_prop) hden)
      continuousAt_const ?_
    rw [hratio, Complex.mem_slitPlane_iff, Complex.im_ofReal_mul, Complex.I_im, mul_one]
    exact Or.inr (div_ne_zero (mul_ne_zero two_ne_zero Real.pi_ne_zero) hc)
  -- its polar form
  have hpolar : ((2 * π / c : ℝ) : ℂ) * I = ((2 * π / |c| : ℝ) : ℂ) *
      Complex.exp (((Real.sign c * (π / 2) : ℝ) : ℂ) * I) := by
    rw [Complex.exp_mul_I, ← Complex.ofReal_cos, ← Complex.ofReal_sin]
    rcases lt_or_gt_of_ne hc with h | h
    · rw [Real.sign_of_neg h, abs_of_neg h, neg_one_mul, Real.cos_neg, Real.sin_neg,
        Real.cos_pi_div_two, Real.sin_pi_div_two]
      push_cast
      ring
    · rw [Real.sign_of_pos h, abs_of_pos h, one_mul, Real.cos_pi_div_two,
        Real.sin_pi_div_two]
      push_cast
      ring
  have hang : -π < Real.sign c * (π / 2) ∧ Real.sign c * (π / 2) ≤ π := by
    rcases lt_or_gt_of_ne hc with h | h
    · rw [Real.sign_of_neg h]
      constructor <;> linarith [Real.pi_pos]
    · rw [Real.sign_of_pos h]
      constructor <;> linarith [Real.pi_pos]
  have hr : 0 < 2 * π / |c| := div_pos (by linarith [Real.pi_pos]) (abs_pos.mpr hc)
  have hv : Complex.exp (I * φ) *
      ((π : ℂ) / (((0 : ℝ) : ℂ) - I * c / 2)) ^ (1 / 2 : ℂ) =
      ((√(2 * π / |c|) : ℝ) : ℂ) *
        Complex.exp (I * ((φ + Real.sign c * (π / 4) : ℝ) : ℂ)) := by
    rw [hratio, hpolar, sqrt_polar hr hang.1 hang.2, mul_left_comm, ← Complex.exp_add]
    congr 2
    push_cast
    ring
  rw [← hv]
  refine Tendsto.congr' ?_
    ((hcont.tendsto.mono_left nhdsWithin_le_nhds).const_mul (Complex.exp (I * φ)))
  filter_upwards [self_mem_nhdsWithin] with ε hε
  exact (sliceIntegral_eq φ c hε).symm

/-- If `c ≠ 0` and the phase is minimal at the extremal orbit, the limit of the slice integral has
phase shift `+π/4`. -/
theorem minimal_orbit {φ c : ℝ} (hc : c ≠ 0) (hmin : ∀ k, φ ≤ slicePhase φ c k) :
    Tendsto (sliceIntegral φ c) (𝓝[>] 0)
      (𝓝 (((√(2 * π / |c|) : ℝ) : ℂ) * Complex.exp (I * ((φ + π / 4 : ℝ) : ℂ)))) := by
  have h1 := hmin 1
  simp only [slicePhase] at h1
  have hpos : 0 < c := lt_of_le_of_ne (by linarith) hc.symm
  have h := stationary_phase φ hc
  rwa [Real.sign_of_pos hpos, one_mul] at h

/-- If `c ≠ 0` and the phase is maximal at the extremal orbit, the limit of the slice integral has
phase shift `-π/4`. -/
theorem maximal_orbit {φ c : ℝ} (hc : c ≠ 0) (hmax : ∀ k, slicePhase φ c k ≤ φ) :
    Tendsto (sliceIntegral φ c) (𝓝[>] 0)
      (𝓝 (((√(2 * π / |c|) : ℝ) : ℂ) * Complex.exp (I * ((φ - π / 4 : ℝ) : ℂ)))) := by
  have h1 := hmax 1
  simp only [slicePhase] at h1
  have hneg : c < 0 := lt_of_le_of_ne (by linarith) hc
  have h := stationary_phase φ hc
  rwa [Real.sign_of_neg hneg, neg_one_mul, ← sub_eq_add_neg] at h

/-- For `c ≠ 0` and `p > 0`, the `p`-th harmonic, summed over slices with Gaussian damping, tends as
the damping is removed to a cosine with amplitude `√(2π/(p|c|))` and phase shift `sign(c) π/4`. -/
theorem harmonic_oscillation (φ : ℝ) {c : ℝ} (hc : c ≠ 0) {p : ℕ} (hp : 0 < p) :
    Tendsto (fun ε : ℝ => ∫ k : ℝ, Real.exp (-(ε * k ^ 2)) * Real.cos (p * slicePhase φ c k))
      (𝓝[>] 0)
      (𝓝 (√(2 * π / (p * |c|)) * Real.cos (p * φ + Real.sign c * (π / 4)))) := by
  have hp' : (0 : ℝ) < p := Nat.cast_pos.mpr hp
  have hs : Real.sign (p * c) = Real.sign c := by
    rcases lt_or_gt_of_ne hc with h | h
    · rw [Real.sign_of_neg h, Real.sign_of_neg (mul_neg_of_pos_of_neg hp' h)]
    · rw [Real.sign_of_pos h, Real.sign_of_pos (mul_pos hp' h)]
  have h := (Complex.continuous_re.tendsto _).comp
    (stationary_phase (p * φ) (mul_ne_zero hp'.ne' hc))
  rw [hs, abs_mul, abs_of_pos hp', Complex.re_ofReal_mul, mul_comm I,
    Complex.exp_ofReal_mul_I_re] at h
  refine Tendsto.congr' ?_ h
  filter_upwards [self_mem_nhdsWithin] with ε hε
  -- the real part passes under the convergent integral
  have hre := Complex.reCLM.integral_comp_comm (slice_integrable (p * φ) (p * c) hε)
  refine hre.symm.trans (integral_congr_ae (Eventually.of_forall fun k => ?_))
  have harg : I * (slicePhase (p * φ) (p * c) k : ℂ) - (ε : ℂ) * (k : ℂ) ^ 2 =
      ((-(ε * k ^ 2) : ℝ) : ℂ) + ((p * slicePhase φ c k : ℝ) : ℂ) * I := by
    simp only [slicePhase]
    push_cast
    ring
  change (Complex.exp _).re = _
  rw [harg, Complex.exp_add, ← Complex.ofReal_exp, Complex.re_ofReal_mul,
    Complex.exp_ofReal_mul_I_re]

/-- Without curvature the norm of the slice integral diverges as the damping is removed. -/
theorem flat_diverges (φ : ℝ) :
    Tendsto (fun ε : ℝ => ‖sliceIntegral φ 0 ε‖) (𝓝[>] 0) atTop := by
  have h : Tendsto (fun ε : ℝ => √(π * ε⁻¹)) (𝓝[>] 0) atTop :=
    Real.tendsto_sqrt_atTop.comp
      (Filter.Tendsto.const_mul_atTop Real.pi_pos tendsto_inv_nhdsGT_zero)
  refine Tendsto.congr' ?_ h
  filter_upwards [self_mem_nhdsWithin] with ε hε
  have hb : (π : ℂ) / ((ε : ℂ) - I * ((0 : ℝ) : ℂ) / 2) =
      ((π / ε : ℝ) : ℂ) * Complex.exp (((0 : ℝ) : ℂ) * I) := by simp
  rw [← div_eq_mul_inv, sliceIntegral_eq φ 0 hε, hb,
    sqrt_polar (div_pos Real.pi_pos hε) (by linarith [Real.pi_pos]) Real.pi_pos.le,
    norm_mul, norm_mul, mul_comm I (φ : ℂ), Complex.norm_exp_ofReal_mul_I,
    Complex.norm_real, Real.norm_of_nonneg (Real.sqrt_nonneg _)]
  simp

end

end LifshitzKosevich
```

```lean
#print axioms LifshitzKosevich.stationary_phase
#print axioms LifshitzKosevich.maximal_orbit
#print axioms LifshitzKosevich.harmonic_oscillation
#print axioms LifshitzKosevich.flat_diverges
```

```
'LifshitzKosevich.stationary_phase' depends on axioms: [propext, Classical.choice, Quot.sound]
'LifshitzKosevich.maximal_orbit' depends on axioms: [propext, Classical.choice, Quot.sound]
'LifshitzKosevich.harmonic_oscillation' depends on axioms: [propext, Classical.choice, Quot.sound]
'LifshitzKosevich.flat_diverges' depends on axioms: [propext, Classical.choice, Quot.sound]
```

## How the proof follows the calculation

**The damped integral.** `slice_eq_gaussian` combines the exponentials and compares their exponents, which is the collection of terms in $k^2$. Both `slice_integrable` and `sliceIntegral_eq` first establish `hb`, the statement that $\operatorname{Re}b>0$. Mathlib then provides integrability through `integrable_cexp_neg_mul_sq` and the value through `integral_gaussian_complex`, which takes the place of the analytic continuation above.

**The square root.** In Lean the root is the complex power with exponent `(1 / 2 : ℂ)`, defined through the principal logarithm. `sqrt_polar` writes a number as $re^{i\theta}$ with $r>0$ and $-\pi<\theta\le\pi$. In that range its logarithm is $\log r+i\theta$, and the exponential of half this logarithm is $\sqrt r\,e^{i\theta/2}$. The bounds on the angle select the branch, and hence the overall sign of the root.

**The limit.** Inside `stationary_phase`, `hden` shows that the denominator at $\varepsilon=0$ is nonzero, and `hratio` computes the ratio $2\pi i/c$. The step `hcont` proves that the root is continuous in $\varepsilon$ at zero; its last requirement, that the ratio avoid the branch cut, is met because the imaginary part is nonzero.

The polar form is `hpolar`, proved separately for negative and positive $c$ from the sine and cosine of $\pi/2$. `hang` checks that the angle lies in the range required by `sqrt_polar`, and `hv` assembles the limiting value. The closing `Tendsto.congr'` transfers the limit from the closed formula to the integral. It needs the two to agree only for positive $\varepsilon$, which is what `sliceIntegral_eq` supplies.

**The consequences.** `minimal_orbit` and `maximal_orbit` evaluate their inequalities at $k=1$, deduce the sign of `c`, and substitute it into the general result.

`harmonic_oscillation` applies `stationary_phase` to $p\phi$ and $pc$, with `hs` recording that the sign is unchanged. Continuity of the real part gives the limit of the real part of the integral. For each positive $\varepsilon$, `Complex.reCLM.integral_comp_comm` moves the real part inside the integral, using `slice_integrable`; `harg` then separates the exponent into its real and imaginary parts, which produces the damped cosine.

For `flat_diverges`, the exact formula is used at $c=0$ and `sqrt_polar` at angle zero. The phase factors have norm one, so the norm equals $\sqrt{\pi/\varepsilon}$, whose divergence is the first step of the proof.
